# A fixed error in the off-diagonal kinetic integral shifts the antisymmetric energy of two merging Gaussians as $1/R^2$

For two normalised one-dimensional Gaussian orbitals of exponent $a>0$ with centres displaced by $R$, the kinetic energy of the antisymmetric combination, in atomic units, tends to $3a/2$ as $R\to0$. For $R\neq0$, an error $\delta$ in the off-diagonal kinetic integral changes this energy by an amount $\Delta E$ with $2|\delta|\le aR^2|\Delta E|\le 2|\delta|\,e^{aR^2/2}$, and a fixed $\delta>0$ drives the computed energy to $-\infty$ as the centres merge.

In Lean 4 with Mathlib:

```lean
import Mathlib

open Real Filter Topology MeasureTheory Matrix

noncomputable section

namespace NearDependentGaussians

/-- Normalization constant `(2a/π)^(1/4)` of a one-dimensional Gaussian with exponent `a > 0`. -/
def normConst (a : ℝ) : ℝ := Real.sqrt (Real.sqrt (2 * a / π))

/-- The normalized Gaussian orbital with exponent `a > 0` centred at `c`. -/
def orbital (a c x : ℝ) : ℝ := normConst a * Real.exp (-a * (x - c) ^ 2)

/-- Overlap integral of the two Gaussian orbitals centred at `0` and `R`. -/
def overlap (a R : ℝ) : ℝ := ∫ x, orbital a 0 x * orbital a R x

/-- Kinetic-energy integral, in atomic units, of the two Gaussian orbitals centred at `0` and `R`.
-/
def kinetic (a R : ℝ) : ℝ := 1 / 2 * ∫ x, deriv (orbital a 0) x * deriv (orbital a R) x

/-- Energy of the antisymmetric combination of the two orbitals when the off-diagonal kinetic
integral carries an error `δ`; the domain is `a > 0`, `R ≠ 0`. -/
def antisymEnergy (a R δ : ℝ) : ℝ :=
  (kinetic a 0 - (kinetic a R + δ)) / (overlap a 0 - overlap a R)

/-- The squared normalization constant compensates the Gaussian integral, for `a > 0`. -/
theorem normConst_sq {a : ℝ} (ha : 0 < a) :
    normConst a * normConst a * Real.sqrt (π / (2 * a)) = 1 := by
  have h1 : 2 * a / π * (π / (2 * a)) = 1 := by
    have := Real.pi_pos.ne'
    field_simp
  rw [normConst, Real.mul_self_sqrt (Real.sqrt_nonneg _), ← Real.sqrt_mul (by positivity), h1,
    Real.sqrt_one]

/-- Gaussian product rule: the product of two displaced Gaussians is a Gaussian at the midpoint,
damped by `exp(-aR²/2)`. -/
theorem orbital_mul (a R x : ℝ) :
    orbital a 0 x * orbital a R x = normConst a * normConst a * Real.exp (-(a * R ^ 2 / 2)) *
      Real.exp (-(2 * a) * (x - R / 2) ^ 2) := by
  have h : Real.exp (-a * (x - 0) ^ 2) * Real.exp (-a * (x - R) ^ 2) =
      Real.exp (-(a * R ^ 2 / 2)) * Real.exp (-(2 * a) * (x - R / 2) ^ 2) := by
    rw [← Real.exp_add, ← Real.exp_add]
    congr 1
    ring
  unfold orbital
  linear_combination normConst a * normConst a * h

/-- For `a > 0` the overlap integral is `S = exp(-u)` with `u = aR²/2`. -/
theorem overlap_eq {a : ℝ} (ha : 0 < a) (R : ℝ) :
    overlap a R = Real.exp (-(a * R ^ 2 / 2)) := by
  have hs : ∫ x : ℝ, Real.exp (-(2 * a) * (x - R / 2) ^ 2) = Real.sqrt (π / (2 * a)) := by
    rw [← integral_gaussian (2 * a)]
    exact integral_sub_right_eq_self (fun x : ℝ => Real.exp (-(2 * a) * x ^ 2)) (R / 2)
  simp only [overlap, orbital_mul]
  rw [integral_const_mul, hs]
  linear_combination Real.exp (-(a * R ^ 2 / 2)) * normConst_sq ha

/-- For `b > 0` the function `x² exp(-bx²)` is integrable, and `2b` times its integral is the
Gaussian integral `√(π/b)`. -/
theorem second_moment {b : ℝ} (hb : 0 < b) :
    Integrable (fun x : ℝ => x ^ 2 * Real.exp (-b * x ^ 2)) ∧
      2 * b * ∫ x : ℝ, x ^ 2 * Real.exp (-b * x ^ 2) = Real.sqrt (π / b) := by
  have h2 : Integrable (fun x : ℝ => x ^ 2 * Real.exp (-b * x ^ 2)) := by
    have h := integrable_rpow_mul_exp_neg_mul_sq hb (s := 2) (by norm_num)
    simpa only [Real.rpow_two] using h
  have h0 := integrable_exp_neg_mul_sq hb
  have hd : ∀ x : ℝ, HasDerivAt (fun y : ℝ => y * Real.exp (-b * y ^ 2))
      (Real.exp (-b * x ^ 2) - 2 * b * (x ^ 2 * Real.exp (-b * x ^ 2))) x := by
    intro x
    have hq : HasDerivAt (fun y : ℝ => -b * y ^ 2) (-b * (2 * x)) x :=
      ((hasDerivAt_pow 2 x).const_mul (-b)).congr_deriv (by norm_num)
    exact ((hasDerivAt_id' x).fun_mul hq.exp).congr_deriv (by ring)
  -- the integral of a total derivative vanishes
  have hz := integral_eq_zero_of_hasDerivAt_of_integrable hd
    (h0.sub (h2.const_mul (2 * b))) (integrable_mul_exp_neg_mul_sq hb)
  rw [integral_sub h0 (h2.const_mul _), integral_const_mul, integral_gaussian] at hz
  exact ⟨h2, by linear_combination -hz⟩

/-- For `a > 0` the kinetic integral is `T = (a/2)(1 - 2u) exp(-u)` with `u = aR²/2`. -/
theorem kinetic_eq {a : ℝ} (ha : 0 < a) (R : ℝ) :
    kinetic a R = a / 2 * (1 - 2 * (a * R ^ 2 / 2)) * Real.exp (-(a * R ^ 2 / 2)) := by
  have hd : ∀ c x, deriv (orbital a c) x = -(2 * a * (x - c)) * orbital a c x := by
    intro c x
    have hq : HasDerivAt (fun y : ℝ => -a * (y - c) ^ 2) (-a * (2 * (x - c))) x :=
      ((((hasDerivAt_id' x).sub_const c).fun_pow 2).const_mul (-a)).congr_deriv (by norm_num)
    exact (hq.exp.const_mul (normConst a)).deriv.trans (by unfold orbital; ring)
  obtain ⟨h2, hM⟩ := second_moment (b := 2 * a) (by positivity)
  have h0 := integrable_exp_neg_mul_sq (b := 2 * a) (by positivity)
  -- move the origin to the midpoint of the two centres
  have hs : ∫ x, deriv (orbital a 0) x * deriv (orbital a R) x =
      ∫ y : ℝ, (4 * a ^ 2 * (normConst a * normConst a) * Real.exp (-(a * R ^ 2 / 2))) *
        (y ^ 2 * Real.exp (-(2 * a) * y ^ 2) - R ^ 2 / 4 * Real.exp (-(2 * a) * y ^ 2)) := by
    refine Eq.trans ?_ (integral_sub_right_eq_self (fun y : ℝ =>
      (4 * a ^ 2 * (normConst a * normConst a) * Real.exp (-(a * R ^ 2 / 2))) *
        (y ^ 2 * Real.exp (-(2 * a) * y ^ 2) - R ^ 2 / 4 * Real.exp (-(2 * a) * y ^ 2))) (R / 2))
    refine integral_congr_ae (Eventually.of_forall fun x => ?_)
    simp only [hd]
    linear_combination 4 * a ^ 2 * x * (x - R) * orbital_mul a R x
  rw [kinetic, hs, integral_const_mul, integral_sub h2 (h0.const_mul _), integral_const_mul,
    integral_gaussian]
  linear_combination
    a / 2 * (normConst a * normConst a) * Real.exp (-(a * R ^ 2 / 2)) * hM +
    (a / 2 - a ^ 2 * R ^ 2 / 2) * Real.exp (-(a * R ^ 2 / 2)) * normConst_sq ha

/-- For `a > 0` and `R ≠ 0` the gap `1 - S` is positive, at most `u = aR²/2`, and at least
`u exp(-u)`. -/
theorem overlap_gap {a R : ℝ} (ha : 0 < a) (hR : R ≠ 0) :
    0 < overlap a 0 - overlap a R ∧ overlap a 0 - overlap a R ≤ a * R ^ 2 / 2 ∧
      a * R ^ 2 / 2 ≤ (overlap a 0 - overlap a R) * Real.exp (a * R ^ 2 / 2) := by
  have hS : overlap a 0 - overlap a R = 1 - Real.exp (-(a * R ^ 2 / 2)) := by
    rw [overlap_eq ha 0, overlap_eq ha R]
    simp
  have hu : 0 < a * R ^ 2 / 2 := by positivity
  have he : Real.exp (-(a * R ^ 2 / 2)) * Real.exp (a * R ^ 2 / 2) = 1 := by
    rw [← Real.exp_add, neg_add_cancel, Real.exp_zero]
  rw [hS]
  refine ⟨sub_pos.2 (Real.exp_lt_one_iff.2 (by linarith)), ?_, ?_⟩
  · linarith [Real.add_one_le_exp (-(a * R ^ 2 / 2))]
  · nlinarith [Real.add_one_le_exp (a * R ^ 2 / 2)]

/-- For `a > 0` and `R ≠ 0` the antisymmetric energy solves the generalized eigenvalue equation
of the two-orbital basis, with coefficient vector `(1, -1)`. -/
theorem secular_equation {a R : ℝ} (ha : 0 < a) (hR : R ≠ 0) (δ : ℝ) :
    !![kinetic a 0, kinetic a R + δ; kinetic a R + δ, kinetic a 0] *ᵥ ![1, -1] =
      antisymEnergy a R δ •
        (!![overlap a 0, overlap a R; overlap a R, overlap a 0] *ᵥ ![1, -1]) := by
  have h : antisymEnergy a R δ * (overlap a 0 - overlap a R) =
      kinetic a 0 - (kinetic a R + δ) := div_mul_cancel₀ _ (overlap_gap ha hR).1.ne'
  ext i
  fin_cases i
  · simp [Matrix.mulVec, dotProduct, Fin.sum_univ_two]
    linear_combination -h
  · simp [Matrix.mulVec, dotProduct, Fin.sum_univ_two]
    linear_combination h

/-- For `a > 0` and `R ≠ 0` the error-free antisymmetric energy lies between `a/2 + aS`
and `3a/2`. -/
theorem exact_energy_bounds {a R : ℝ} (ha : 0 < a) (hR : R ≠ 0) :
    a / 2 + a * overlap a R ≤ antisymEnergy a R 0 ∧ antisymEnergy a R 0 ≤ 3 * a / 2 := by
  have hS0 : overlap a 0 = 1 := by rw [overlap_eq ha]; simp
  have hT0 : kinetic a 0 = a / 2 := by rw [kinetic_eq ha]; simp
  have hTR : kinetic a R = a / 2 * (1 - 2 * (a * R ^ 2 / 2)) * overlap a R := by
    rw [kinetic_eq ha, overlap_eq ha]
  have hs : 0 < overlap a R := by rw [overlap_eq ha]; exact Real.exp_pos _
  have he : Real.exp (a * R ^ 2 / 2) * overlap a R = 1 := by
    rw [overlap_eq ha, ← Real.exp_add, add_neg_cancel, Real.exp_zero]
  obtain ⟨hg, h2, h3⟩ := overlap_gap ha hR
  rw [hS0] at hg h2 h3
  have h4 : a * R ^ 2 / 2 * overlap a R ≤ 1 - overlap a R :=
    calc a * R ^ 2 / 2 * overlap a R
        ≤ (1 - overlap a R) * Real.exp (a * R ^ 2 / 2) * overlap a R :=
          mul_le_mul_of_nonneg_right h3 hs.le
      _ = 1 - overlap a R := by linear_combination (1 - overlap a R) * he
  unfold antisymEnergy
  rw [hT0, hTR, hS0]
  constructor
  · rw [le_div_iff₀ hg]
    nlinarith [mul_le_mul_of_nonneg_left h2 (mul_pos ha hs).le]
  · rw [div_le_iff₀ hg]
    nlinarith [mul_le_mul_of_nonneg_left h4 ha.le]

/-- For `a > 0` the error-free antisymmetric energy tends to `3a/2` as `R → 0`, while for `R ≠ 0`
an integral error `δ` shifts the energy by at least `2|δ|/(aR²)` and at most `exp(aR²/2)` times
that amount. -/
theorem energy_limit_and_error_amplification {a : ℝ} (ha : 0 < a) :
    Tendsto (fun R => antisymEnergy a R 0) (𝓝[≠] 0) (𝓝 (3 * a / 2)) ∧
    ∀ R δ : ℝ, R ≠ 0 →
      2 * |δ| ≤ a * R ^ 2 * |antisymEnergy a R δ - antisymEnergy a R 0| ∧
      a * R ^ 2 * |antisymEnergy a R δ - antisymEnergy a R 0| ≤
        2 * |δ| * Real.exp (a * R ^ 2 / 2) := by
  constructor
  · -- squeeze between the two bounds on the exact energy
    have hl : Tendsto (fun R => a / 2 + a * overlap a R) (𝓝[≠] 0) (𝓝 (3 * a / 2)) := by
      simp only [overlap_eq ha]
      have hc : Continuous (fun R : ℝ => a / 2 + a * Real.exp (-(a * R ^ 2 / 2))) := by fun_prop
      refine (hc.tendsto' 0 (3 * a / 2) ?_).mono_left nhdsWithin_le_nhds
      rw [show -(a * (0 : ℝ) ^ 2 / 2) = 0 by ring, Real.exp_zero]
      ring
    refine tendsto_of_tendsto_of_tendsto_of_le_of_le' hl tendsto_const_nhds ?_ ?_
    · filter_upwards [self_mem_nhdsWithin] with R hR using (exact_energy_bounds ha hR).1
    · filter_upwards [self_mem_nhdsWithin] with R hR using (exact_energy_bounds ha hR).2
  · intro R δ hR
    obtain ⟨hg, h2, h3⟩ := overlap_gap ha hR
    -- the error is divided by the small gap `1 - S`
    have hD : |antisymEnergy a R δ - antisymEnergy a R 0| * (overlap a 0 - overlap a R) = |δ| := by
      have h : antisymEnergy a R δ - antisymEnergy a R 0 =
          -(δ / (overlap a 0 - overlap a R)) := by
        unfold antisymEnergy
        ring
      rw [h, abs_neg, abs_div, abs_of_pos hg]
      exact div_mul_cancel₀ _ hg.ne'
    have hn := abs_nonneg (antisymEnergy a R δ - antisymEnergy a R 0)
    constructor
    · nlinarith [mul_le_mul_of_nonneg_left h2 hn]
    · have h5 := mul_le_mul_of_nonneg_left h3 hn
      have h6 : |antisymEnergy a R δ - antisymEnergy a R 0| * (overlap a 0 - overlap a R) *
          Real.exp (a * R ^ 2 / 2) = |δ| * Real.exp (a * R ^ 2 / 2) := by rw [hD]
      nlinarith

/-- For `a > 0` and a fixed error `δ > 0` in the off-diagonal kinetic integral, the computed
antisymmetric energy falls to `-∞` as `R → 0`. -/
theorem energy_collapse {a δ : ℝ} (ha : 0 < a) (hδ : 0 < δ) :
    Tendsto (fun R => antisymEnergy a R δ) (𝓝[≠] 0) atBot := by
  have hc : Tendsto (fun R => overlap a 0 - overlap a R) (𝓝 0) (𝓝 0) := by
    simp only [overlap_eq ha]
    exact Continuous.tendsto' (by fun_prop) 0 0 (by simp)
  have hg : Tendsto (fun R => overlap a 0 - overlap a R) (𝓝[≠] 0) (𝓝[>] 0) := by
    refine tendsto_nhdsWithin_iff.2 ⟨hc.mono_left nhdsWithin_le_nhds, ?_⟩
    filter_upwards [self_mem_nhdsWithin] with R hR using (overlap_gap ha hR).1
  have hi := (tendsto_inv_nhdsGT_zero.comp hg).const_mul_atTop hδ
  have ht := (energy_limit_and_error_amplification ha).1.add_atBot
    (tendsto_neg_atTop_atBot.comp hi)
  refine ht.congr fun R => ?_
  change antisymEnergy a R 0 + -(δ * (overlap a 0 - overlap a R)⁻¹) = antisymEnergy a R δ
  unfold antisymEnergy
  ring

end NearDependentGaussians
```

```lean
#print axioms NearDependentGaussians.secular_equation
-- 'NearDependentGaussians.secular_equation' depends on axioms: [propext, Classical.choice, Quot.sound]
#print axioms NearDependentGaussians.energy_collapse
-- 'NearDependentGaussians.energy_collapse' depends on axioms: [propext, Classical.choice, Quot.sound]
```

## Two orbitals, two integrals and one energy

The orbital `orbital a c` is the function
$$\varphi_c(x)=N e^{-a(x-c)^2},\qquad N=(2a/\pi)^{1/4},$$
where `normConst a` is $N$, written as a double square root. The basis consists of $\varphi_0$ and $\varphi_R$. The number $R$ is a signed displacement, so negative values are allowed. The overlap and kinetic integrals are
$$S=\int\varphi_0\varphi_R\,dx,\qquad T=\tfrac12\int\varphi_0'\varphi_R'\,dx,$$
named `overlap a R` and `kinetic a R`. The factor $\tfrac12$ fixes atomic units, and the product of first derivatives is the usual form of the kinetic energy after integration by parts. The values at $R=0$ serve as the diagonal elements for both orbitals, since a shift of the integration variable turns one into the other.

The computed energy `antisymEnergy a R δ` is
$$E(\delta)=\frac{T_0-(T+\delta)}{S_0-S},$$
with $T_0=a/2$ and $S_0=1$ the diagonal values. By `secular_equation`, it satisfies the generalised eigenvalue equation of the two-orbital basis with coefficient vector $(1,-1)$. The corresponding normalised orbital is $(\varphi_0-\varphi_R)/\sqrt{2(1-S)}$.

The main theorem, `energy_limit_and_error_amplification`, has two parts. The first is the limit of $E(0)$, where `𝓝[≠] 0` means that $R$ approaches zero from either side without reaching it. The second is the two-sided estimate for $\Delta E=E(\delta)-E(0)$, for every $R\neq0$ and every real $\delta$. Its upper bound is the lower bound times $e^{aR^2/2}$, a factor that tends to 1 as $R\to0$, so the lower bound gives the leading behaviour of the shift at small $R$. The theorem `energy_collapse` adds the divergence to $-\infty$ for fixed $\delta>0$.

## Basis functions that move with the atoms

When basis functions are attached to atoms, a structure optimisation can bring two functions of the same shape to a distance that is small compared with their width. Their difference then has a small norm, and its energy is a quotient of two small numbers. For a single electron with kinetic energy only, in two equal one-dimensional Gaussians, the theorems show how strongly this near-linear dependence magnifies an integral error in the energy of the antisymmetric combination. Without the error this is the higher of the two energies in the basis; with a fixed $\delta>0$ it becomes the lower one once $R\neq0$ is small enough.

The error $\delta$ is postulated. It stands for an inaccuracy, for example from rounding, in the off-diagonal kinetic element, entered symmetrically in the matrix, while the diagonal elements and all overlaps remain exact. There is no potential, no electron interaction and no third basis function, and the theorems make no statement about forces.

The limit $3a/2$ is the kinetic energy of the normalised function proportional to $xe^{-ax^2}$, the shape that the difference of two merging Gaussians approaches; this interpretation of the number is not needed in the proof.

The error could also be modelled as a function of $R$. With $\delta=\kappa R^2$ for a constant $\kappa\neq0$, the off-diagonal error would itself vanish as the centres merge. The shift would then tend to $-2\kappa/a$, so the energy would have a wrong but finite limit instead of collapsing.

## The integrals in closed form

Write $u=aR^2/2$. Completing the square gives
$$x^2+(x-R)^2=2\left(x-\tfrac R2\right)^2+\tfrac{R^2}{2},$$
and therefore
$$\varphi_0(x)\varphi_R(x)=N^2e^{-u}e^{-2a(x-R/2)^2}.$$
This is `orbital_mul`. Since $N^2\sqrt{\pi/(2a)}=1$, which is `normConst_sq`, integration gives $S=e^{-u}$. In `overlap_eq`, the lemma `integral_sub_right_eq_self` moves the Gaussian to the origin before its integral is evaluated.

The kinetic integral needs a second moment. For $b>0$,
$$\frac{d}{dy}\left(ye^{-by^2}\right)=e^{-by^2}-2b\,y^2e^{-by^2}.$$
The integral of the left side over the line vanishes, so
$$2b\int y^2e^{-by^2}\,dy=\int e^{-by^2}\,dy=\sqrt{\pi/b}.$$
The theorem `second_moment` proves this together with the integrability that it requires.

From $\varphi_c'=-2a(x-c)\varphi_c$ it follows that $\varphi_0'\varphi_R'=4a^2x(x-R)\varphi_0\varphi_R$. With $y=x-R/2$, the polynomial becomes $x(x-R)=y^2-R^2/4$. The normalised weight $N^2e^{-2ay^2}$ has second moment $1/(4a)$, so
$$T=2a^2e^{-u}\left(\frac1{4a}-\frac{R^2}{4}\right)=\frac a2(1-aR^2)e^{-u}=\frac a2(1-2u)S.$$
The proof of `kinetic_eq` follows the same route: `hd` is the derivative, `hs` the change of origin, and the final `linear_combination` inserts the second moment and the normalisation.

## Bounds on the gap and the exact energy

The inequality $1+t\le e^t$, taken at $t=-u$ and at $t=u$, gives
$$1-S\le u,\qquad u\le e^u-1=(1-S)e^u.$$
For $R\neq0$ we also have $u>0$, hence $S<1$. These three statements form `overlap_gap`, where both uses of the exponential inequality appear as `Real.add_one_le_exp`.

Inserting $T$ into the error-free energy yields
$$E(0)=\frac a2\,\frac{1-S+2uS}{1-S}=\frac a2+a\,\frac{uS}{1-S}.$$
The first gap bound gives $u/(1-S)\ge1$. The second, multiplied by $S=e^{-u}$, gives $uS\le1-S$. Consequently
$$\frac a2+aS\le E(0)\le\frac{3a}{2}.$$
In `exact_energy_bounds`, the inequality $uS\le1-S$ is `h4`; the proof then clears the positive denominator and leaves the remaining inequalities to `nlinarith`. As $R\to0$, $S\to1$ and the lower bound tends to $3a/2$, so the squeeze lemma gives the limit.

## Dividing the error by the gap

The error enters the numerator linearly, so
$$\Delta E=-\frac{\delta}{1-S},\qquad |\Delta E|(1-S)=|\delta|.$$
The second identity is `hD` in the main theorem. Multiplying $1-S\le u\le(1-S)e^u$ by $|\Delta E|$ gives
$$|\delta|\le u|\Delta E|\le|\delta|e^u,$$
and $u=aR^2/2$ turns this into the stated estimate.

For the collapse, write $E(\delta)=E(0)-\delta/(1-S)$. The first term tends to $3a/2$. The gap tends to zero through positive values, so its inverse tends to $+\infty$, and for $\delta>0$ the second term takes the sum to $-\infty$. The proof of `energy_collapse` first treats the gap and its inverse, then adds the limit of $E(0)$. The computed value thus becomes negative, although the exact energy stays above $a/2$.

The condition $\delta>0$ in `energy_collapse` cannot be weakened to $\delta\ge0$: for $a=1$ and $\delta=0$ the energy tends to $3/2$.

The secular equation needs only the definition of $E(\delta)$ and a nonzero gap. Its two rows, separated by `fin_cases`, both reduce to $E(\delta)(1-S)=T_0-T-\delta$, with opposite signs.
